# The Delta gauge with pair-dependent volume windows can violate the triangle inequality

Two electronic-structure codes, or two pseudopotentials, can be compared by the curves E(V) that they give for the energy of a crystal as a function of its volume. The Delta gauge condenses the comparison into one number: align the curves at their minima, and take the root-mean-square energy difference over a window of volumes around equilibrium. If the window is centred at the mean of the two equilibrium volumes, neither code is favoured, but each pair of codes gets its own window. Suppose code 1 is close to code 2, and code 2 is close to code 3. Does the sum of the two Delta values bound the Delta value between codes 1 and 3?

On one common window it would, because a root-mean-square difference is then a distance between functions. With pair-dependent windows the bound can fail, and three parabolas are enough to show it. For the curves 3(V−1)², 2(V−2)² and (V−3)², with windows of half-width 1/10, the two inner values add up to less than 0.7 while the outer one exceeds 2.

```lean
import Mathlib

open MeasureTheory

namespace DeltaGaugePairWindows

noncomputable section
```

## Parabolic energy curves

Near its minimum an energy curve is approximately

E(V) = k (V − v)²,

where v is the equilibrium volume and k is half the curvature, so that the bulk modulus at equilibrium is 2kv. The energy zero is placed at the minimum, which is the alignment that the gauge requires. Volumes and energies are plain real numbers in arbitrary units.

```lean
/-- The parabolic energy curve `k (V - v)^2` as a function of the volume `V`. -/
def parabola (k v V : ℝ) : ℝ := k * (V - v) ^ 2
```

## The gauge on a window of its own

For curves E and F with equilibrium volumes v and w, let m = (v + w)/2 be the centre of the window and h its half-width. Then

Δ² = (1/2h) ∫ (E(V) − F(V))² dV, from m − h to m + h.

In Lean, `delta h v w E F` is the square root of this average, with a true integral and not a sum over sampled volumes. The equilibrium volumes are passed as separate arguments; the definition doesn't extract them from the curves. The half-width is an absolute volume, the same for every pair, and the theorems about `delta` assume that it is positive.

```lean
/-- The Delta gauge with a pair-dependent window: the root-mean-square difference of the
energy curves `E` and `F` over the window of half-width `h > 0` centred at the mean of their
equilibrium volumes `v` and `w`. -/
def delta (h v w : ℝ) (E F : ℝ → ℝ) : ℝ :=
  √((∫ V in ((v + w) / 2 - h)..((v + w) / 2 + h), (E V - F V) ^ 2) / (2 * h))
```

Since `delta` takes v and w on trust, one should check that they are the equilibrium volumes of the parabolas. If k > 0, then k(V − v)² vanishes at V = v and is positive everywhere else. The proof notes that V − v ≠ 0 and leaves the sign to `positivity`.

```lean
/-- For `k > 0` the parabolic curve has minimum energy zero, attained only at the
volume `v`. -/
theorem parabola_minimum {k : ℝ} (hk : 0 < k) (v : ℝ) :
    parabola k v v = 0 ∧ ∀ V, V ≠ v → 0 < parabola k v V := by
  refine ⟨by simp [parabola], fun V hV => ?_⟩
  have hne : V - v ≠ 0 := sub_ne_zero.mpr hV
  unfold parabola
  positivity
```

## Averaging the square of a quadratic

The difference of two parabolas is at most quadratic in the displacement x = V − m, say A + Bx + Cx². Its square is

A² + 2ABx + (B² + 2AC)x² + 2BCx³ + C²x⁴,

with the antiderivative

A²x + ABx² + (B² + 2AC)x³/3 + BCx⁴/2 + C²x⁵/5.

Between −h and h the even powers cancel and the odd ones double, which gives

2h [A² + (B² + 2AC)h²/3 + C²h⁴/5].

The Lean proof builds the same antiderivative from products of V − m, confirms its derivative with `ring`, and applies the fundamental theorem of calculus.

```lean
/-- The integral of the square of a quadratic energy difference over a window of
half-width `h` centred at `m`. -/
theorem window_integral (A B C m h : ℝ) :
    ∫ V in (m - h)..(m + h), (A + B * (V - m) + C * (V - m) ^ 2) ^ 2
      = 2 * h * (A ^ 2 + (B ^ 2 + 2 * A * C) * h ^ 2 / 3 + C ^ 2 * h ^ 4 / 5) := by
  -- an explicit antiderivative, built from powers of the displacement V - m
  have hd := fun V : ℝ =>
    have h1 : HasDerivAt (fun V : ℝ => V - m) 1 V := (hasDerivAt_id' V).sub_const m
    have h2 := h1.fun_mul h1
    have h3 := h2.fun_mul h1
    have h4 := h3.fun_mul h1
    have h5 := h4.fun_mul h1
    have key := ((((h1.const_mul (A ^ 2)).fun_add (h2.const_mul (A * B))).fun_add
      (h3.const_mul ((B ^ 2 + 2 * A * C) / 3))).fun_add
      (h4.const_mul (B * C / 2))).fun_add (h5.const_mul (C ^ 2 / 5))
    key.congr_deriv
      (show _ = (A + B * (V - m) + C * (V - m) ^ 2) ^ 2 by ring)
  rw [intervalIntegral.integral_eq_sub_of_hasDerivAt (fun V _ => hd V)
    (Continuous.intervalIntegrable (by fun_prop) _ _)]
  ring
```

## A closed form for two parabolas

Let the coefficients be a and b, and write d = w − v. Then V − v = x + d/2 and V − w = x − d/2, so the energy difference is

a(x + d/2)² − b(x − d/2)² = (a − b)d²/4 + (a + b)d x + (a − b)x².

Here A = (a − b)d²/4, B = (a + b)d and C = a − b. Inserting these into the average gives

Δ² = (a − b)²d⁴/16 + [2(a + b)² + (a − b)²]d²h²/6 + (a − b)²h⁴/5.

The first term is the squared energy difference at the centre of the window. For a ≠ b it grows as the fourth power of the separation d. In the three-curve family below it supplies most of the violation when the volumes are widely spaced compared with h, but the d²h² term contributes too, and dominates when they are closely spaced.

In the proof, `hn` shows that the average under the root is non-negative, so that squaring removes the root, and `he` is the expansion about the centre.

```lean
/-- Closed form of the squared Delta gauge of two parabolic curves, for a window of
half-width `h > 0` centred at their mean equilibrium volume. -/
theorem delta_sq {h : ℝ} (hh : 0 < h) (a b v w : ℝ) :
    delta h v w (parabola a v) (parabola b w) ^ 2
      = (a - b) ^ 2 * (w - v) ^ 4 / 16
        + (2 * (a + b) ^ 2 + (a - b) ^ 2) * (w - v) ^ 2 * h ^ 2 / 6
        + (a - b) ^ 2 * h ^ 4 / 5 := by
  have hn : 0 ≤ (∫ V in ((v + w) / 2 - h)..((v + w) / 2 + h),
      (parabola a v V - parabola b w V) ^ 2) / (2 * h) :=
    div_nonneg (intervalIntegral.integral_nonneg_of_forall (by linarith)
      (fun V => sq_nonneg _)) (by linarith)
  -- expand the energy difference about the centre of the window
  have he : (fun V => (parabola a v V - parabola b w V) ^ 2) = fun V =>
      ((a - b) * (w - v) ^ 2 / 4 + (a + b) * (w - v) * (V - (v + w) / 2)
        + (a - b) * (V - (v + w) / 2) ^ 2) ^ 2 := by
    funext V
    unfold parabola
    ring
  have h2 : 2 * h ≠ 0 := by positivity
  unfold delta
  rw [Real.sq_sqrt hn, he, window_integral, mul_div_cancel_left₀ _ h2]
  ring
```

## Three curves that violate the inequality

Take equilibrium volumes v, v + s, v + 2s and coefficients k + e, k, k − e. The letter e is a step in the coefficient, not a charge. The closed form gives

Δ12² = e²s⁴/16 + [2(2k + e)² + e²]s²h²/6 + e²h⁴/5

Δ23² = e²s⁴/16 + [2(2k − e)² + e²]s²h²/6 + e²h⁴/5

Δ13² = 4e²s⁴ + (32k² + 16e²)s²h²/6 + 4e²h⁴/5.

In the combination Δ13² − 2(Δ12² + Δ23²) the terms in k² and in h⁴ cancel, leaving

Δ13² − 2(Δ12² + Δ23²) = (15/4)e²s⁴ + (2/3)e²s²h².

This is positive when s and e are both nonzero. For any real x and y, (x + y)² = 2(x² + y²) − (x − y)² ≤ 2(x² + y²). Hence (Δ12 + Δ23)² < Δ13², and since Δ13 ≥ 0,

Δ12 + Δ23 < Δ13.

The theorem states this for every h > 0, every nonzero s and e, and all real k and v. The violation therefore persists for closely spaced volumes and slightly different coefficients. For all three curves to have a minimum one also needs k > |e|, which the algebra doesn't use.

In Lean the three gauge values are renamed x, y and z. `hgap` is the identity above, `hpos` its positivity, and `nlinarith` supplies the inequality between the squares from (x − y)² ≥ 0.

```lean
/-- Three parabolic curves with equally spaced, distinct equilibrium volumes and equally
spaced, distinct coefficients violate the triangle inequality for the Delta gauge with
pair-dependent windows, for every half-width `h > 0`. -/
theorem triangle_inequality_fails {h s e : ℝ} (hh : 0 < h) (hs : s ≠ 0) (he : e ≠ 0)
    (k v : ℝ) :
    delta h v (v + s) (parabola (k + e) v) (parabola k (v + s))
      + delta h (v + s) (v + 2 * s) (parabola k (v + s)) (parabola (k - e) (v + 2 * s))
      < delta h v (v + 2 * s) (parabola (k + e) v) (parabola (k - e) (v + 2 * s)) := by
  have h12 := delta_sq hh (k + e) k v (v + s)
  have h23 := delta_sq hh k (k - e) (v + s) (v + 2 * s)
  have h13 := delta_sq hh (k + e) (k - e) v (v + 2 * s)
  have hz : 0 ≤ delta h v (v + 2 * s) (parabola (k + e) v)
      (parabola (k - e) (v + 2 * s)) := Real.sqrt_nonneg _
  generalize delta h v (v + s) (parabola (k + e) v) (parabola k (v + s)) = x at *
  generalize delta h (v + s) (v + 2 * s) (parabola k (v + s))
    (parabola (k - e) (v + 2 * s)) = y at *
  generalize delta h v (v + 2 * s) (parabola (k + e) v)
    (parabola (k - e) (v + 2 * s)) = z at *
  -- the outer pair exceeds even the bound (x + y)^2 ≤ 2 (x^2 + y^2)
  have hgap : z ^ 2 - 2 * (x ^ 2 + y ^ 2)
      = 15 / 4 * e ^ 2 * s ^ 4 + 2 / 3 * e ^ 2 * s ^ 2 * h ^ 2 := by
    rw [h12, h23, h13]
    ring
  have hpos : 0 < 15 / 4 * e ^ 2 * s ^ 4 + 2 / 3 * e ^ 2 * s ^ 2 * h ^ 2 := by
    positivity
  exact lt_of_pow_lt_pow_left₀ 2 hz (by nlinarith [sq_nonneg (x - y)])
```

## The named curves and the size of the gap

Setting k = 2, v = 1, s = 1, e = 1 and h = 1/10 gives the three curves of the opening. The proof only tidies the numbers, such as 2 + 1 = 3.

```lean
/-- The curves `3(V-1)^2`, `2(V-2)^2` and `(V-3)^2`, compared on windows of half-width
`1/10` centred at each pair's mean equilibrium volume, violate the triangle inequality. -/
theorem counterexample :
    delta (1 / 10) 1 2 (parabola 3 1) (parabola 2 2)
      + delta (1 / 10) 2 3 (parabola 2 2) (parabola 1 3)
      < delta (1 / 10) 1 3 (parabola 3 1) (parabola 1 3) := by
  have h := triangle_inequality_fails (h := 1 / 10) (s := 1) (e := 1)
    (by norm_num) one_ne_zero one_ne_zero 2 1
  rw [show (2 : ℝ) + 1 = 3 by norm_num, show (2 : ℝ) - 1 = 1 by norm_num,
    show (1 : ℝ) + 1 = 2 by norm_num, show (1 : ℝ) + 2 * 1 = 3 by norm_num] at h
  exact h
```

The closed form also gives the values themselves:

Δ12² = 0.14752, so Δ12 ≈ 0.384

Δ23² ≈ 0.09419, so Δ23 ≈ 0.307

Δ13² = 4.24008, so Δ13 ≈ 2.059.

Lean compares squares with rational bounds: Δ12 < 0.385 and Δ23 < 0.31, whose sum is 0.695, and Δ13 > 2.

```lean
/-- Size of the violation for the same three curves and windows: the two inner Delta values
add up to less than `0.7`, while the outer one exceeds `2`. -/
theorem counterexample_size :
    delta (1 / 10) 1 2 (parabola 3 1) (parabola 2 2)
      + delta (1 / 10) 2 3 (parabola 2 2) (parabola 1 3) < 7 / 10
    ∧ 2 < delta (1 / 10) 1 3 (parabola 3 1) (parabola 1 3) := by
  have hh : (0 : ℝ) < 1 / 10 := by norm_num
  have h12 : delta (1 / 10) 1 2 (parabola 3 1) (parabola 2 2) < 385 / 1000 :=
    lt_of_pow_lt_pow_left₀ 2 (by norm_num) (by rw [delta_sq hh]; norm_num)
  have h23 : delta (1 / 10) 2 3 (parabola 2 2) (parabola 1 3) < 31 / 100 :=
    lt_of_pow_lt_pow_left₀ 2 (by norm_num) (by rw [delta_sq hh]; norm_num)
  exact ⟨by linarith,
    lt_of_pow_lt_pow_left₀ 2 (Real.sqrt_nonneg _) (by rw [delta_sq hh]; norm_num)⟩
```

These windows are narrow compared with the spacing of the minima, and none of them contains either equilibrium volume of its pair. Equilibrium volumes in the ratio 1:2:3 are also much further apart than one would expect from sound calculations of the same crystal. These choices make the numbers dramatic, but the general theorem doesn't depend on them.

## Equal coefficients give equality

If all curves have the same coefficient k, then a − b = 0 and only the middle term of the closed form survives:

Δ² = 8k²d²h²/6 = 4h²k²d²/3, so Δ = 2h|kd|/√3.

The gauge is then proportional to the distance between the equilibrium volumes. Both sides of the Lean equation are non-negative, so the proof compares their squares.

```lean
/-- For two parabolic curves with the same coefficient `k`, and a window of half-width
`h > 0`, the Delta gauge is proportional to the distance between the equilibrium volumes. -/
theorem delta_equal_coefficients {h : ℝ} (hh : 0 < h) (k v w : ℝ) :
    delta h v w (parabola k v) (parabola k w) = 2 * h * |k * (w - v)| / √3 := by
  have h1 : 0 ≤ delta h v w (parabola k v) (parabola k w) := Real.sqrt_nonneg _
  have h2 : 0 ≤ 2 * h * |k * (w - v)| / √3 := by positivity
  refine (sq_eq_sq₀ h1 h2).mp ?_
  rw [delta_sq hh, div_pow, mul_pow, sq_abs, Real.sq_sqrt (by norm_num)]
  ring
```

For ordered volumes v ≤ w ≤ u the distances add, (w − v) + (u − w) = u − v, and so do the gauge values. The proof inserts the formula three times and removes the absolute values by means of the ordering.

```lean
/-- With equal coefficients, ordered equilibrium volumes `v ≤ w ≤ u` and half-width `h > 0`,
the triangle inequality for pair-dependent windows holds with equality. -/
theorem delta_additive {h v w u : ℝ} (hh : 0 < h) (hvw : v ≤ w) (hwu : w ≤ u) (k : ℝ) :
    delta h v w (parabola k v) (parabola k w) + delta h w u (parabola k w) (parabola k u)
      = delta h v u (parabola k v) (parabola k u) := by
  rw [delta_equal_coefficients hh, delta_equal_coefficients hh,
    delta_equal_coefficients hh, abs_mul, abs_mul, abs_mul,
    abs_of_nonneg (sub_nonneg.mpr hvw), abs_of_nonneg (sub_nonneg.mpr hwu),
    abs_of_nonneg (sub_nonneg.mpr (hvw.trans hwu))]
  ring

end

end DeltaGaugePairWindows
```

In the three-curve family, e = 0 thus turns the strict inequality into an equality, which is why the theorem asks for e ≠ 0.

## What this means for comparing codes

For parabolic curves and windows of fixed absolute half-width, the sum of the Delta values along a chain of codes is not in general an upper bound on the value between its ends, so adding them is no substitute for comparing the end codes directly. The step from here to production data is the replacement of the parabolas by fitted equations of state, on windows whose width may scale with the volume. The theorems say nothing about how often, or how strongly, such data violate the inequality.

```lean
#print axioms DeltaGaugePairWindows.triangle_inequality_fails
#print axioms DeltaGaugePairWindows.counterexample
#print axioms DeltaGaugePairWindows.counterexample_size
#print axioms DeltaGaugePairWindows.delta_additive
```

```
'DeltaGaugePairWindows.triangle_inequality_fails' depends on axioms: [propext, Classical.choice, Quot.sound]
'DeltaGaugePairWindows.counterexample' depends on axioms: [propext, Classical.choice, Quot.sound]
'DeltaGaugePairWindows.counterexample_size' depends on axioms: [propext, Classical.choice, Quot.sound]
'DeltaGaugePairWindows.delta_additive' depends on axioms: [propext, Classical.choice, Quot.sound]
```
